# The Fermi–Dirac density matrix of a finite Hermitian Hamiltonian as the limit of a rational recursion with a step-dependent start

The one-particle density matrix of non-interacting electrons at given positive temperature and chemical potential is to be found from the Hamiltonian matrix in a finite orthonormal basis by repeating one rational map, without diagonalisation; the starting point is here chosen anew for each number of steps n. The statement is therefore about a family of calculations. The calculation with n steps starts at its own point, and the limit compares the end results as n grows.

For one level the map is

r(x) = x² / (x² + (1 − x)²),

where x is an occupation and 1 − x the corresponding hole occupation. With a fixed start, repeated steps drive x towards 0 if x < 1/2 and towards 1 if x > 1/2, which is the zero-temperature step function. A start that moves towards 1/2 at the right rate as n grows gives the Fermi function instead.

```lean
import Mathlib

open Filter Topology

namespace FermiOperatorExpansion

noncomputable section
```

## One level: squaring particle and hole weights

The map r is called `purify`, after its use at zero temperature. In the limit taken here the occupations lie strictly between 0 and 1, so the resulting density matrix, for at least one level, is not idempotent.

```lean
/-- One step of the recursive expansion for a single occupation number. -/
def purify (x : ℝ) : ℝ := x ^ 2 / (x ^ 2 + (1 - x) ^ 2)
```

Let ε be the level energy, μ the chemical potential and β = 1/(k_B T) the inverse temperature. The letter t stands for the reduced energy β(ε − μ), not for time or a hopping amplitude. With m = 2ⁿ, the calculation with n steps starts at

x_n = 1/2 − t/(4m).

For small n and large |t| this number can lie outside the interval from 0 to 1. The limits below hold for all real t, so they need no bound on the spectrum. At a fixed n ≥ 1, however, the computed occupation returns towards 1/2 as |t| grows beyond 2m. A calculation should therefore use an n for which the starts of all levels lie in this interval, that is, |t| ≤ 2m.

```lean
/-- The starting occupation for reduced energy `t` when `n` steps are to be made. -/
def start (t : ℝ) (n : ℕ) : ℝ := 1 / 2 - t / (4 * 2 ^ n)
```

The target is the Fermi function, written in terms of t:

f(t) = 1/(1 + exp t).

```lean
/-- The Fermi function of the reduced energy `t`. -/
def fermi (t : ℝ) : ℝ := 1 / (1 + Real.exp t)
```

Write an occupation as x = a/(a + b), with particle weight a and hole weight b. Then 1 − x = b/(a + b), and

r(x) = [a²/(a + b)²] / [(a² + b²)/(a + b)²] = a²/(a² + b²).

One step squares both weights. In the proof, `e` is the formula for 1 − x, and the last rewrite cancels the common factor (a + b)².

```lean
/-- One step squares the particle weight `a` and the hole weight `b`, if their sum is positive. -/
theorem purify_ratio (a b : ℝ) (h : 0 < a + b) :
    purify (a / (a + b)) = a ^ 2 / (a ^ 2 + b ^ 2) := by
  have e : 1 - a / (a + b) = b / (a + b) := by
    rw [eq_div_iff h.ne', sub_mul, div_mul_cancel₀ _ h.ne']
    ring
  unfold purify
  rw [e, div_pow, div_pow, ← add_div, div_div_div_cancel_right₀ (pow_ne_zero 2 h.ne')]
```

Starting from the weights x and 1 − x, n squarings give x^m and (1 − x)^m. To apply the previous step again, their sum must be positive. For n = 0 the sum is x + (1 − x) = 1. For n ≥ 1 the exponent m is even, so both terms are squares, and they cannot both vanish because x and 1 − x are not both zero. The proof makes the same division into cases and treats x = 0 separately.

```lean
/-- The particle and hole weights after `n` squarings have a positive sum, for every real `x`. -/
theorem weight_pos (x : ℝ) (n : ℕ) : 0 < x ^ (2 ^ n) + (1 - x) ^ (2 ^ n) := by
  cases n with
  | zero => simp
  | succ k =>
    rw [pow_succ (2 : ℕ) k, pow_mul x, pow_mul (1 - x)]
    by_cases hx : x = 0
    · subst hx
      simp
    · positivity
```

Induction on n now gives the closed form

rⁿ(x) = x^m / (x^m + (1 − x)^m),

where rⁿ means r applied n times, written `purify^[n]` in Lean. For n = 0 the right-hand side is x. In the induction step, one more application of r squares both weights, and (x^m)² = x^(2m).

```lean
/-- After `n` steps the occupation is given by the `2 ^ n`-th powers of `x` and `1 - x`. -/
theorem iterate_purify (x : ℝ) (n : ℕ) :
    purify^[n] x = x ^ (2 ^ n) / (x ^ (2 ^ n) + (1 - x) ^ (2 ^ n)) := by
  induction n with
  | zero => simp
  | succ n ih =>
    rw [Function.iterate_succ_apply', ih, purify_ratio _ _ (weight_pos x n),
      pow_succ (2 : ℕ) n, pow_mul x, pow_mul (1 - x)]
```

At the chosen start,

x_n = (1 − t/(2m))/2 and 1 − x_n = (1 + t/(2m))/2.

The factor 2^(−m) appears in both weights and cancels, so

rⁿ(x_n) = (1 − t/(2m))^m / [(1 − t/(2m))^m + (1 + t/(2m))^m].

As n → ∞, m → ∞ as well, and the two powers tend to exp(−t/2) and exp(t/2). The quotient therefore tends to

exp(−t/2) / [exp(−t/2) + exp(t/2)] = 1/(1 + exp t).

In the proof, `hA` and `hB` are the two exponential limits, taken along m = 2ⁿ. The fact `e` rewrites the iterate as the quotient above, `hlim` is the limit of that quotient, and `hv` identifies it with f(t).

```lean
/-- The `n`-step expansion from its starting occupation tends to the Fermi function. -/
theorem tendsto_fermi (t : ℝ) :
    Tendsto (fun n : ℕ => purify^[n] (start t n)) atTop (𝓝 (fermi t)) := by
  have hm : Tendsto (fun n : ℕ => 2 ^ n) atTop (atTop : Filter ℕ) :=
    tendsto_pow_atTop_atTop_of_one_lt one_lt_two
  -- the two weights tend to exponentials
  have hA : Tendsto (fun n : ℕ => (1 + -(t / 2) / ((2 ^ n : ℕ) : ℝ)) ^ (2 ^ n)) atTop
      (𝓝 (Real.exp (-(t / 2)))) := (Real.tendsto_one_add_div_pow_exp (-(t / 2))).comp hm
  have hB : Tendsto (fun n : ℕ => (1 + (t / 2) / ((2 ^ n : ℕ) : ℝ)) ^ (2 ^ n)) atTop
      (𝓝 (Real.exp (t / 2))) := (Real.tendsto_one_add_div_pow_exp (t / 2)).comp hm
  have hpos : Real.exp (-(t / 2)) + Real.exp (t / 2) ≠ 0 := by positivity
  have hlim := hA.div (hA.add hB) hpos
  have hv : Real.exp (-(t / 2)) / (Real.exp (-(t / 2)) + Real.exp (t / 2)) = fermi t := by
    have h : Real.exp (t / 2) = Real.exp (-(t / 2)) * Real.exp t := by
      rw [← Real.exp_add]
      congr 1
      ring
    unfold fermi
    rw [h, div_eq_div_iff (by positivity) (by positivity)]
    ring
  have e : ∀ n : ℕ, purify^[n] (start t n) =
      (1 + -(t / 2) / ((2 ^ n : ℕ) : ℝ)) ^ (2 ^ n) /
        ((1 + -(t / 2) / ((2 ^ n : ℕ) : ℝ)) ^ (2 ^ n) +
          (1 + (t / 2) / ((2 ^ n : ℕ) : ℝ)) ^ (2 ^ n)) := by
    intro n
    have e1 : start t n = (1 + -(t / 2) / ((2 ^ n : ℕ) : ℝ)) / 2 := by
      unfold start
      push_cast
      ring
    have e2 : 1 - start t n = (1 + (t / 2) / ((2 ^ n : ℕ) : ℝ)) / 2 := by
      unfold start
      push_cast
      ring
    have h2 : (2 : ℝ) ^ (2 ^ n) ≠ 0 := by positivity
    rw [iterate_purify, e2, e1, div_pow, div_pow, ← add_div, div_div_div_cancel_right₀ h2]
  rw [← hv]
  exact hlim.congr fun n => (e n).symm
```

## Many levels: the same recursion for matrices

The finite type `ι` labels both the basis functions and the levels. A matrix with orbitals in the columns of U and level values a_i is

U diag(a) U†,

with `star U` for the conjugate transpose U†. Here a_i may be an energy or an occupation; it is no longer the particle weight used above. If U is unitary, the matrix is Hermitian, and by the spectral theorem every Hermitian matrix can be written in this way. That the basis is orthonormal is an assumption and does not follow from this: with overlapping basis functions the Hamiltonian matrix is Hermitian too, but its eigenvalues are in general not the level energies.

```lean
variable {ι : Type*} [Fintype ι] [DecidableEq ι]

/-- The matrix with orbitals the columns of `U` and real level values `a`. -/
def orbital (U : Matrix ι ι ℂ) (a : ι → ℝ) : Matrix ι ι ℂ :=
  U * Matrix.diagonal (fun i => (a i : ℂ)) * star U
```

The matrix form of r is

R(X) = (X² + (1 − X)²)⁻¹ X²,

where 1 is the identity matrix.

```lean
/-- One step of the expansion for a matrix `X` with `X ^ 2 + (1 - X) ^ 2` invertible. -/
def purifyMatrix (X : Matrix ι ι ℂ) : Matrix ι ι ℂ := (X ^ 2 + (1 - X) ^ 2)⁻¹ * X ^ 2
```

The start is a shifted and scaled Hamiltonian H:

X_n = (1/2)·1 − (β/(4m)) (H − μ·1).

It is computed from H, β, μ and the number of steps n alone. The orbitals U and levels ε_i enter the theorems but are not used by the recursion.

```lean
/-- The starting matrix for Hamiltonian `H`, inverse temperature `β`, chemical potential `μ`
and `n` steps. -/
def initialMatrix (β μ : ℝ) (H : Matrix ι ι ℂ) (n : ℕ) : Matrix ι ι ℂ :=
  (1 / 2 : ℂ) • 1 - ((β / (4 * 2 ^ n) : ℝ) : ℂ) • (H - (μ : ℂ) • 1)
```

To follow the recursion, one needs the algebra of matrices that share their orbitals. For real numbers c and d,

U diag(c a + d b) U† = c U diag(a) U† + d U diag(b) U†.

This holds for any U. The proof first checks the identity for the diagonal matrices, entry by entry.

```lean
/-- Real linear combinations of matrices with common orbitals are taken level by level. -/
theorem orbital_linear (U : Matrix ι ι ℂ) (a b : ι → ℝ) (c d : ℝ) :
    orbital U (fun i => c * a i + d * b i) =
      (c : ℂ) • orbital U a + (d : ℂ) • orbital U b := by
  have h : Matrix.diagonal (fun i => ((c * a i + d * b i : ℝ) : ℂ)) =
      (c : ℂ) • Matrix.diagonal (fun i => (a i : ℂ)) +
        (d : ℂ) • Matrix.diagonal (fun i => (b i : ℂ)) := by
    ext i j
    by_cases hij : i = j
    · subst hij
      simp
    · simp [hij]
  unfold orbital
  rw [h, Matrix.mul_add, Matrix.add_mul, Matrix.mul_smul, Matrix.mul_smul,
    Matrix.smul_mul, Matrix.smul_mul]
```

For products, unitarity enters through U†U = 1:

U diag(a) U† U diag(b) U† = U diag(a) diag(b) U† = U diag(ab) U†.

The `calc` block regroups the factors, removes U†U and multiplies the diagonals.

```lean
/-- For unitary `U`, matrices with common orbitals multiply level by level. -/
theorem orbital_mul {U : Matrix ι ι ℂ} (hU : U ∈ Matrix.unitaryGroup ι ℂ) (a b : ι → ℝ) :
    orbital U a * orbital U b = orbital U (fun i => a i * b i) := by
  have h : star U * U = 1 := Matrix.mem_unitaryGroup_iff'.mp hU
  unfold orbital
  calc _ = U * Matrix.diagonal (fun i => (a i : ℂ)) * (star U * U) *
        Matrix.diagonal (fun i => (b i : ℂ)) * star U := by simp only [mul_assoc]
    _ = U * (Matrix.diagonal (fun i => (a i : ℂ)) *
        Matrix.diagonal (fun i => (b i : ℂ))) * star U := by
      rw [h, mul_one]
      simp only [mul_assoc]
    _ = _ := by
      rw [Matrix.diagonal_mul_diagonal]
      simp only [Complex.ofReal_mul]
```

If every level has the value 1, the matrix is UU† = 1.

```lean
/-- For unitary `U`, unit occupation of all orbitals gives the identity matrix. -/
theorem orbital_one {U : Matrix ι ι ℂ} (hU : U ∈ Matrix.unitaryGroup ι ℂ) :
    orbital U (fun _ => 1) = 1 := by
  unfold orbital
  simp only [Complex.ofReal_one, Matrix.diagonal_one, mul_one]
  exact Matrix.mem_unitaryGroup_iff.mp hU
```

Now let X = U diag(x) U†. The three rules give

X² + (1 − X)² = U diag(x_i² + (1 − x_i)²) U†.

Every diagonal entry is positive, so the inverse exists and is obtained by inverting the entries. Multiplication by X² gives

R(X) = U diag(r(x_i)) U†.

The orbitals stay fixed and each occupation follows the scalar map. In the proof, `h1` treats 1 − X, `h2` the denominator and `h3` its inverse; positivity comes from `weight_pos` with n = 1.

```lean
/-- For unitary `U`, a matrix step keeps the orbitals and updates each occupation separately. -/
theorem purifyMatrix_orbital {U : Matrix ι ι ℂ} (hU : U ∈ Matrix.unitaryGroup ι ℂ)
    (x : ι → ℝ) : purifyMatrix (orbital U x) = orbital U (fun i => purify (x i)) := by
  have h1 : 1 - orbital U x = orbital U (fun i => 1 - x i) := by
    have h := orbital_linear U (fun _ => 1) x 1 (-1)
    rw [orbital_one hU] at h
    have e : (fun i => 1 - x i) = fun i => 1 * 1 + (-1) * x i := by
      ext i
      ring
    rw [e]
    refine Eq.trans ?_ h.symm
    push_cast
    module
  have h2 : orbital U x ^ 2 + (1 - orbital U x) ^ 2 =
      orbital U (fun i => x i ^ 2 + (1 - x i) ^ 2) := by
    have h := orbital_linear U (fun i => x i * x i) (fun i => (1 - x i) * (1 - x i)) 1 1
    simp only [Complex.ofReal_one, one_smul, one_mul] at h
    rw [h1, pow_two (orbital U x), pow_two (orbital U _), orbital_mul hU, orbital_mul hU, ← h]
    congr 1
    ext i
    ring
  -- the denominator is positive on every level, hence invertible
  have h3 : (orbital U (fun i => x i ^ 2 + (1 - x i) ^ 2))⁻¹ =
      orbital U (fun i => (x i ^ 2 + (1 - x i) ^ 2)⁻¹) := by
    apply Matrix.inv_eq_right_inv
    rw [orbital_mul hU, ← orbital_one hU]
    congr 1
    ext i
    have hp := weight_pos (x i) 1
    rw [pow_one] at hp
    exact mul_inv_cancel₀ hp.ne'
  unfold purifyMatrix
  rw [h2, h3, pow_two (orbital U x), orbital_mul hU, orbital_mul hU]
  congr 1
  ext i
  unfold purify
  rw [div_eq_mul_inv]
  ring
```

For H = U diag(ε) U†, the start has the level values

1/2 − β(ε_i − μ)/(4m),

which are the scalar starts for t_i = β(ε_i − μ). After n matrix steps, each value has gone through n scalar steps and tends to f(t_i). Since U diag(x) U† depends continuously on the occupations, the matrices converge:

Rⁿ(X_n) → U diag(f(β(ε_i − μ))) U†.

In words, for every unitary U, all real levels ε_i and all real β and μ, the end results of the n-step calculations converge to the matrix with the orbitals of H and Fermi occupations. The physical case is β > 0. In the proof, `hs` is the statement about the start, `hi` the one about n steps and `hc` the continuity. The scalar limit is then applied to all levels together.

```lean
/-- For a Hamiltonian with unitary orbital matrix `U` and real levels `ε`, the expansion tends
to the matrix with the same orbitals and Fermi occupations. -/
theorem tendsto_densityMatrix {U : Matrix ι ι ℂ} (hU : U ∈ Matrix.unitaryGroup ι ℂ)
    (ε : ι → ℝ) (β μ : ℝ) :
    Tendsto (fun n : ℕ => purifyMatrix^[n] (initialMatrix β μ (orbital U ε) n)) atTop
      (𝓝 (orbital U (fun i => fermi (β * (ε i - μ))))) := by
  have hs : ∀ n, initialMatrix β μ (orbital U ε) n =
      orbital U (fun i => start (β * (ε i - μ)) n) := by
    intro n
    have h := orbital_linear U (fun _ => 1) ε
      (1 / 2 + β * μ / (4 * 2 ^ n)) (-(β / (4 * 2 ^ n)))
    rw [orbital_one hU] at h
    have e : (fun i => start (β * (ε i - μ)) n) =
        fun i => (1 / 2 + β * μ / (4 * 2 ^ n)) * 1 + (-(β / (4 * 2 ^ n))) * ε i := by
      ext i
      unfold start
      ring
    rw [e]
    refine Eq.trans ?_ h.symm
    unfold initialMatrix
    push_cast
    module
  have hi : ∀ (n : ℕ) (x : ι → ℝ),
      purifyMatrix^[n] (orbital U x) = orbital U (fun i => purify^[n] (x i)) := by
    intro n x
    induction n with
    | zero => rfl
    | succ n ih =>
      rw [Function.iterate_succ_apply', ih, purifyMatrix_orbital hU]
      simp only [Function.iterate_succ_apply']
  -- the matrix depends continuously on the occupations
  have hc : Continuous (orbital U) := by
    unfold orbital
    exact (continuous_const.matrix_mul (Continuous.matrix_diagonal
      (continuous_pi fun i => Complex.continuous_ofReal.comp (continuous_apply i)))).matrix_mul
        continuous_const
  simp only [hs, hi]
  exact (hc.tendsto _).comp (tendsto_pi_nhds.2 fun i => tendsto_fermi (β * (ε i - μ)))
```

The mean electron number is the trace of the density matrix. By cyclic invariance,

tr(U diag(f) U†) = tr(U†U diag(f)) = Σ_i f(β(ε_i − μ)).

Continuity of the trace carries the matrix limit over to

tr Rⁿ(X_n) → Σ_i f(β(ε_i − μ)).

Each index i counts once, so a spin-restricted calculation needs an additional factor of 2. The proof computes the trace of the limit in `ht` and then composes the two limits.

```lean
/-- For unitary `U` and real levels `ε`, the trace of the expansion tends to the sum of the
Fermi occupations. -/
theorem tendsto_electronNumber {U : Matrix ι ι ℂ} (hU : U ∈ Matrix.unitaryGroup ι ℂ)
    (ε : ι → ℝ) (β μ : ℝ) :
    Tendsto (fun n : ℕ => (purifyMatrix^[n] (initialMatrix β μ (orbital U ε) n)).trace) atTop
      (𝓝 (∑ i, (fermi (β * (ε i - μ)) : ℂ))) := by
  have ht : (orbital U (fun i => fermi (β * (ε i - μ)))).trace =
      ∑ i, (fermi (β * (ε i - μ)) : ℂ) := by
    unfold orbital
    rw [Matrix.trace_mul_comm, ← mul_assoc, Matrix.mem_unitaryGroup_iff'.mp hU, one_mul,
      Matrix.trace_diagonal]
  have hc : Continuous (fun X : Matrix ι ι ℂ => X.trace) := continuous_id.matrix_trace
  rw [← ht]
  exact (hc.tendsto _).comp (tendsto_densityMatrix hU ε β μ)

end

end FermiOperatorExpansion
```

```lean
#print axioms FermiOperatorExpansion.tendsto_densityMatrix
#print axioms FermiOperatorExpansion.tendsto_electronNumber
```

```
'FermiOperatorExpansion.tendsto_densityMatrix' depends on axioms: [propext, Classical.choice, Quot.sound]
'FermiOperatorExpansion.tendsto_electronNumber' depends on axioms: [propext, Classical.choice, Quot.sound]
```

## Orbitals that are not normalised

Orthogonal columns of U are not enough for the two matrix limits. Take a single level with U = 2, ε = 1, β = 1 and μ = 0. The Hamiltonian is then UεU† = 4, and the recursion tends to 1/(1 + e⁴). The matrix formula would give 4/(1 + e), which is larger than 1, and the trace formula would give 1/(1 + e). Both are wrong: the eigenvalue of H is 4, not ε = 1, and the matrix formula also multiplies the occupation by UU† = 4.

## From the limit to a calculation

In electronic-structure work, the result supports computing the density matrix by matrix products and linear solves, for non-interacting electrons or a fixed mean-field Hamiltonian in a finite orthonormal basis, with μ given. The step from the theorems to such a calculation is an error bound: a program stops at a finite n, rounds its numbers and may truncate its matrices or solve the linear systems approximately, whereas the theorems describe the limit of exact steps and give no rate of convergence. Rounding also limits n, because the start differs from 1/2 only by t/(4m) on each level, and this difference is lost when m is too large.
